# An n-point Laplace quadrature with real nodes and weights reproduces 1/x at no more than 2n positive x

Let t_k and w_k be real numbers for k = 0, …, n−1. The equation

1/x = Σ_k w_k exp(−x t_k)

holds for at most 2n positive values of x. It therefore fails somewhere in every open interval of positive numbers, however the nodes t_k and weights w_k were chosen. The nodes may be negative or coincide, and the weights may have any sign.

## Energy denominators and the Laplace integral

In canonical orbitals, the second-order Møller–Plesset energy is a sum over pairs of occupied orbitals o, o′ and virtual orbitals v, v′, each term divided by

x = ε_v + ε_v′ − ε_o − ε_o′.

This is positive when every virtual level lies above every occupied one. The denominator couples the four orbital indices. The identity

1/x = ∫₀^∞ exp(−x t) dt

removes the coupling, because exp(−x t) is a product of four factors with one orbital energy in each. In practice the integral is replaced by a sum over n nodes, and the error at the denominator x is

E(x) = 1/x − Σ_k w_k exp(−x t_k).

The theorem concerns the points where E vanishes. For Laplace-transformed MP2 with n fixed real nodes and weights, it says that a system with more than 2n distinct positive denominators has at least one that is treated inexactly.

## What the Lean statements say

`quadError t w x` is E(x). The type `Fin n → ℝ` of `t` and `w` makes them lists of n real numbers indexed from 0, with no further condition. Energies and nodes are plain real numbers in reciprocal units.

`quadError_zeros_le` says that the set of x with 0 < x and E(x) = 0 is finite and has at most 2n elements. Finiteness is stated separately because `ncard` assigns the value 0 to an infinite set. Zeros are counted as distinct points, without multiplicity.

`not_exact_on_interval` takes endpoints 0 ≤ a < b and gives a point strictly between them where E is nonzero. `one_point_sharp` says that for n = 1, with node log 2 and weight 2, the positive zeros are exactly 1 and 2, so the bound is attained there.

The theorems give no size for the error, which may be very small between the zeros. The step from single denominators to the correlation energy is also left open: there the errors are multiplied by products of integrals and summed, and they may cancel.

## Counting zeros with Rolle's theorem

If a differentiable function f vanishes at N ≥ 1 distinct points, Rolle's theorem gives a zero of f′ strictly between each neighbouring pair. These N − 1 intervals are disjoint, so f′ has at least N − 1 distinct zeros.

## Exponentials with affine prefactors

Consider a sum with m terms, indexed by a finite set s,

S(x) = Σ_{k∈s} (a_k + b_k x) exp(−x t_k),

where a_k and b_k are real coefficients. Its derivative has the same form and the same exponents:

S′(x) = Σ_{k∈s} (b_k − t_k a_k − t_k b_k x) exp(−x t_k).

The claim is that S vanishes everywhere if it has at least 2m distinct zeros. For m = 0 the sum is empty and the claim is immediate.

Suppose that the claim holds for m terms, and add a term j to s. The new sum has m + 1 terms and, by assumption, at least 2m + 2 zeros. Put u_k = t_k − t_j and factor out one exponential:

S(x) = exp(−x t_j) G(x),

G(x) = a_j + b_j x + R(x),

R(x) = Σ_{k∈s} (a_k + b_k x) exp(−x u_k).

The exponential is never zero, so G has the same zeros as S. Two derivatives remove the affine part:

G′(x) = b_j + R′(x),

G″(x) = R″(x).

By Rolle counting, G′ has at least 2m + 1 zeros and G″ at least 2m. Since R″ is a sum of the same kind with m terms, it vanishes everywhere by the induction hypothesis. Then G′ is constant, and as it has a zero it is zero. The same argument gives G = 0, hence S = 0. If t_k = t_j for some k in s, then u_k = 0 and nothing changes, which is why coinciding nodes are allowed.

## A contradiction at x = 0

For x > 0, multiplying the error by x gives

F(x) = x E(x) = 1 − x Σ_k w_k exp(−x t_k).

The right-hand side is smooth on the whole real line, and we use it to define F there. Suppose that E had 2n + 1 positive zeros. Then F has them too, and F′ has at least 2n zeros. But

F′(x) = Σ_k (−w_k + t_k w_k x) exp(−x t_k)

is a sum of the above kind with n terms, so it vanishes everywhere. Thus F is constant, and having a zero it is identically zero. Yet F(0) = 1, a contradiction.

An open interval contains infinitely many points, so E cannot vanish on all of it. For the one-point example, the quadrature is

2 exp(−x log 2) = 2^(1−x),

which equals 1 at x = 1 and 1/2 at x = 2. The bound 2n = 2 excludes any further positive zero.

## The relative error as the basic object

The definition could have used F, the relative error, in place of E. Both have the same positive zeros, but F is regular at the origin, and the argument above would bound its zeros on the whole real line without a condition on the sign of x. The absolute error was kept because, up to sign, it is the factor that multiplies the products of integrals in the error of each term of the energy.

## Imaginary nodes can give infinitely many zeros

The count can fail if purely imaginary nodes are admitted, even in a conjugate pair that keeps the sum real. Take n = 2, nodes i and −i, and both weights 1/2. The quadrature is then cos x, and the condition for exactness is

x cos x = 1.

The left side is greater than 1 at x = 2πm and negative at x = (2m+1)π for every integer m ≥ 1, so there is a solution between each such pair of points.

## The Lean source

```lean
import Mathlib

open Finset

namespace LaplaceQuadratureZeros

noncomputable section

/-- The error at the energy denominator `x ≠ 0` of the `n`-point Laplace quadrature
with nodes `t k` and weights `w k`. -/
def quadError {n : ℕ} (t w : Fin n → ℝ) (x : ℝ) : ℝ :=
  1 / x - ∑ k, w k * Real.exp (-x * t k)

/-- A sum of exponentials `exp (-x t k)`, each multiplied by an affine function of `x`. -/
def confluentSum {ι : Type*} (s : Finset ι) (t a b : ι → ℝ) (x : ℝ) : ℝ :=
  ∑ k ∈ s, (a k + b k * x) * Real.exp (-x * t k)

/-- Rolle's theorem with counting: if a differentiable function vanishes at `N` points,
its derivative vanishes at no fewer than `N - 1` points. -/
theorem rolle_count {f f' : ℝ → ℝ} (h : ∀ x, HasDerivAt f (f' x) x)
    (Z : Finset ℝ) (hZ : ∀ x ∈ Z, f x = 0) :
    ∃ T : Finset ℝ, Z.card ≤ T.card + 1 ∧ ∀ z ∈ T, f' z = 0 := by
  -- keep track of the fact that the new zeros lie below the largest old one
  have key : ∀ Z : Finset ℝ, (∀ x ∈ Z, f x = 0) →
      ∃ T : Finset ℝ, Z.card ≤ T.card + 1 ∧ ∀ z ∈ T, f' z = 0 ∧ ∃ y ∈ Z, z < y := by
    intro Z
    refine Finset.induction_on_max Z ?_ ?_
    · intro _
      exact ⟨∅, by simp, by simp⟩
    · intro a s hs ih hZ
      obtain ⟨T, hc, hT⟩ := ih (fun x hx => hZ x (mem_insert_of_mem hx))
      have ha : a ∉ s := fun m => lt_irrefl a (hs a m)
      rcases s.eq_empty_or_nonempty with rfl | hne
      · exact ⟨∅, by simp, by simp⟩
      · have hb := s.max'_mem hne
        -- a new zero of the derivative between the two largest zeros
        obtain ⟨c, hc1, hc0⟩ := exists_hasDerivAt_eq_zero (hs _ hb)
          (fun x _ => (h x).continuousAt.continuousWithinAt)
          ((hZ _ (mem_insert_of_mem hb)).trans (hZ a (mem_insert_self a s)).symm)
          (fun x _ => h x)
        have hcT : c ∉ T := by
          intro m
          obtain ⟨_, y, hy, hlt⟩ := hT c m
          exact absurd (s.le_max' y hy) (not_le_of_gt (hc1.1.trans hlt))
        refine ⟨insert c T, ?_, ?_⟩
        · rw [card_insert_of_notMem ha, card_insert_of_notMem hcT]
          omega
        · intro z hz
          rcases mem_insert.mp hz with rfl | hz
          · exact ⟨hc0, a, mem_insert_self _ _, hc1.2⟩
          · obtain ⟨h0, y, hy, hlt⟩ := hT z hz
            exact ⟨h0, y, mem_insert_of_mem hy, hlt⟩
  obtain ⟨T, hc, hT⟩ := key Z hZ
  exact ⟨T, hc, fun z hz => (hT z hz).1⟩

/-- A function whose derivative is zero everywhere and which vanishes at one point
vanishes everywhere. -/
theorem eq_zero_of_deriv_zero {f f' : ℝ → ℝ} (h : ∀ x, HasDerivAt f (f' x) x)
    (h0 : ∀ x, f' x = 0) {z : ℝ} (hz : f z = 0) (x : ℝ) : f x = 0 :=
  (is_const_of_deriv_eq_zero (fun y => (h y).differentiableAt)
    (fun y => (h y).deriv.trans (h0 y)) x z).trans hz

/-- The derivative of a sum of affine functions times exponentials is a sum of the same
kind with the same exponents. -/
theorem hasDerivAt_confluentSum {ι : Type*} (s : Finset ι) (t a b : ι → ℝ) (x : ℝ) :
    HasDerivAt (confluentSum s t a b)
      (confluentSum s t (fun k => b k - t k * a k) (fun k => -(t k * b k)) x) x := by
  have key : ∀ k ∈ s, HasDerivAt (fun y => (a k + b k * y) * Real.exp (-y * t k))
      ((b k - t k * a k + -(t k * b k) * x) * Real.exp (-x * t k)) x := by
    intro k _
    have h1 : HasDerivAt (fun y => a k + b k * y) (b k) x :=
      (((hasDerivAt_id' x).const_mul (b k)).const_add (a k)).congr_deriv (mul_one _)
    have h2 : HasDerivAt (fun y => Real.exp (-y * t k))
        (Real.exp (-x * t k) * (-1 * t k)) x :=
      ((hasDerivAt_id' x).fun_neg.mul_const (t k)).exp
    exact (h1.fun_mul h2).congr_deriv (by ring)
  have h := HasDerivAt.fun_sum key
  exact h

/-- A sum of `m` exponentials with affine prefactors that vanishes at `2m` or more
distinct points vanishes everywhere. -/
theorem confluentSum_eq_zero {ι : Type*} [DecidableEq ι] (s : Finset ι) :
    ∀ (t a b : ι → ℝ) (Z : Finset ℝ), 2 * s.card ≤ Z.card →
      (∀ x ∈ Z, confluentSum s t a b x = 0) → ∀ x, confluentSum s t a b x = 0 := by
  induction s using Finset.induction_on with
  | empty =>
    intro t a b Z _ _ x
    simp [confluentSum]
  | insert j s hj ih =>
    intro t a b Z hc hZ
    rw [card_insert_of_notMem hj] at hc
    obtain ⟨u, hu⟩ : ∃ u : ι → ℝ, ∀ k, u k = t k - t j := ⟨_, fun _ => rfl⟩
    -- factor out the exponential of the term `j`
    have hG : ∀ x, confluentSum (insert j s) t a b x =
        Real.exp (-x * t j) * (a j + b j * x + confluentSum s u a b x) := by
      intro x
      simp only [confluentSum]
      rw [sum_insert hj, mul_add, mul_sum]
      congr 1
      · ring
      · refine sum_congr rfl fun k _ => ?_
        have e : Real.exp (-x * t k) = Real.exp (-x * t j) * Real.exp (-x * u k) := by
          rw [← Real.exp_add, hu]
          congr 1
          ring
        rw [e]
        ring
    -- two derivatives remove the affine function
    obtain ⟨a1, b1, h1⟩ : ∃ a1 b1 : ι → ℝ, ∀ x,
        HasDerivAt (confluentSum s u a b) (confluentSum s u a1 b1 x) x :=
      ⟨_, _, hasDerivAt_confluentSum s u a b⟩
    obtain ⟨a2, b2, h2⟩ : ∃ a2 b2 : ι → ℝ, ∀ x,
        HasDerivAt (confluentSum s u a1 b1) (confluentSum s u a2 b2 x) x :=
      ⟨_, _, hasDerivAt_confluentSum s u a1 b1⟩
    have d1 : ∀ x, HasDerivAt (fun y => a j + b j * y + confluentSum s u a b y)
        (b j + confluentSum s u a1 b1 x) x := fun x =>
      ((((hasDerivAt_id' x).const_mul (b j)).const_add (a j)).congr_deriv
        (mul_one _)).fun_add (h1 x)
    have d2 : ∀ x, HasDerivAt (fun y => b j + confluentSum s u a1 b1 y)
        (confluentSum s u a2 b2 x) x := fun x => (h2 x).const_add (b j)
    have hz : ∀ x ∈ Z, a j + b j * x + confluentSum s u a b x = 0 := fun x hx =>
      (mul_eq_zero.mp ((hG x).symm.trans (hZ x hx))).resolve_left (Real.exp_ne_zero _)
    obtain ⟨Z1, c1, hz1⟩ := rolle_count d1 Z hz
    obtain ⟨Z2, c2, hz2⟩ := rolle_count d2 Z1 hz1
    have v2 := ih u a2 b2 Z2 (by omega) hz2
    -- integrate back, a zero fixing the constant each time
    obtain ⟨z1, m1⟩ : Z1.Nonempty := card_pos.mp (by omega)
    obtain ⟨z, m⟩ : Z.Nonempty := card_pos.mp (by omega)
    have v1 : ∀ x, b j + confluentSum s u a1 b1 x = 0 :=
      eq_zero_of_deriv_zero d2 v2 (hz1 z1 m1)
    have v0 : ∀ x, a j + b j * x + confluentSum s u a b x = 0 :=
      eq_zero_of_deriv_zero d1 v1 (hz z m)
    intro x
    rw [hG, v0 x, mul_zero]

/-- An `n`-point Laplace quadrature with real nodes and weights reproduces `1/x` at no
more than `2n` positive denominators `x`. -/
theorem quadError_zeros_le {n : ℕ} (t w : Fin n → ℝ) :
    {x : ℝ | 0 < x ∧ quadError t w x = 0}.Finite ∧
      {x : ℝ | 0 < x ∧ quadError t w x = 0}.ncard ≤ 2 * n := by
  have bound : ∀ Z : Finset ℝ, (∀ x ∈ Z, 0 < x ∧ quadError t w x = 0) →
      Z.card ≤ 2 * n := by
    intro Z hZ
    by_contra hlt
    have hs : ∀ x, confluentSum univ t (fun _ => 0) (fun k => -w k) x =
        -(x * ∑ k, w k * Real.exp (-x * t k)) := by
      intro x
      simp only [confluentSum, mul_sum, ← sum_neg_distrib]
      exact sum_congr rfl fun k _ => by ring
    -- the error times `x` extends smoothly to the whole line
    have hg : ∀ x ∈ Z, 1 + confluentSum univ t (fun _ => 0) (fun k => -w k) x = 0 := by
      intro x hx
      obtain ⟨hpos, h⟩ := hZ x hx
      have h' : 1 / x = ∑ k, w k * Real.exp (-x * t k) := sub_eq_zero.mp h
      rw [hs, ← h', mul_one_div_cancel hpos.ne']
      norm_num
    have d := fun x => (hasDerivAt_confluentSum univ t (fun _ => 0)
      (fun k => -w k) x).const_add 1
    obtain ⟨T, hc, hT⟩ := rolle_count d Z hg
    have v := confluentSum_eq_zero univ t _ _ T
      (by rw [card_univ, Fintype.card_fin]; omega) hT
    obtain ⟨z, m⟩ : Z.Nonempty := card_pos.mp (by omega)
    -- it would vanish everywhere, yet it equals one at the origin
    have h0 : 1 + confluentSum univ t (fun _ => 0) (fun k => -w k) 0 = 0 :=
      eq_zero_of_deriv_zero d v (hg z m) 0
    rw [hs, zero_mul] at h0
    norm_num at h0
  have hfin : {x : ℝ | 0 < x ∧ quadError t w x = 0}.Finite := by
    by_contra hinf
    obtain ⟨Z, hZ, hc⟩ := Set.Infinite.exists_subset_card_eq hinf (2 * n + 1)
    have := bound Z (fun x hx => hZ hx)
    omega
  refine ⟨hfin, ?_⟩
  rw [Set.ncard_eq_toFinset_card _ hfin]
  exact bound _ fun x hx => hfin.mem_toFinset.mp hx

/-- Every open interval of positive denominators contains a point at which a given
Laplace quadrature differs from `1/x`. -/
theorem not_exact_on_interval {n : ℕ} (t w : Fin n → ℝ) {a b : ℝ} (ha : 0 ≤ a)
    (hab : a < b) : ∃ x ∈ Set.Ioo a b, quadError t w x ≠ 0 := by
  by_contra hne
  refine Set.Ioo_infinite hab ((quadError_zeros_le t w).1.subset fun x hx => ?_)
  exact ⟨ha.trans_lt hx.1, by_contra fun h => hne ⟨x, hx, h⟩⟩

/-- The bound `2n` is attained for `n = 1`: the quadrature with node `log 2` and weight `2`
is exact at the positive denominators `1` and `2` and at no others. -/
theorem one_point_sharp :
    {x : ℝ | 0 < x ∧ quadError (fun _ : Fin 1 => Real.log 2) (fun _ => 2) x = 0} =
      {1, 2} := by
  obtain ⟨hfin, hcard⟩ := quadError_zeros_le (fun _ : Fin 1 => Real.log 2) (fun _ => 2)
  have e1 : Real.exp (-1 * Real.log 2) = 1 / 2 := by
    rw [neg_one_mul, Real.exp_neg, Real.exp_log two_pos]
    norm_num
  have e2 : Real.exp (-2 * Real.log 2) = 1 / 4 := by
    have h : -2 * Real.log 2 = -1 * Real.log 2 + -1 * Real.log 2 := by ring
    rw [h, Real.exp_add, e1]
    norm_num
  symm
  refine Set.eq_of_subset_of_ncard_le ?_ ?_ hfin
  · intro x hx
    rcases hx with rfl | rfl
    · refine ⟨one_pos, ?_⟩
      simp only [quadError, univ_unique, sum_singleton]
      rw [e1]
      norm_num
    · refine ⟨two_pos, ?_⟩
      simp only [quadError, univ_unique, sum_singleton]
      rw [e2]
      norm_num
  · rw [Set.ncard_pair (by norm_num : (1 : ℝ) ≠ 2)]
    exact hcard

end

end LaplaceQuadratureZeros
```

```lean
#print axioms LaplaceQuadratureZeros.quadError_zeros_le
-- 'LaplaceQuadratureZeros.quadError_zeros_le' depends on axioms: [propext, Classical.choice, Quot.sound]
#print axioms LaplaceQuadratureZeros.not_exact_on_interval
-- 'LaplaceQuadratureZeros.not_exact_on_interval' depends on axioms: [propext, Classical.choice, Quot.sound]
#print axioms LaplaceQuadratureZeros.one_point_sharp
-- 'LaplaceQuadratureZeros.one_point_sharp' depends on axioms: [propext, Classical.choice, Quot.sound]
```

## How the lemmas carry the argument

`rolle_count` builds the zeros of the derivative by adding the zeros of f in increasing order, with `Finset.induction_on_max`. When a new largest zero `a` arrives, `exists_hasDerivAt_eq_zero`, which is Rolle's theorem, supplies a point `c` between it and the previous largest. The internal statement `key` also records that each zero of the derivative found so far lies below some old zero of f. This shows that `c` is new, so the count rises by one.

`eq_zero_of_deriv_zero` is the integration step: zero derivative and one zero imply that the function is zero. `hasDerivAt_confluentSum` is the formula for S′, obtained from the product rule term by term. The name `confluentSum` alludes to merging exponents, which produce prefactors linear in x; such sums are often called exponential polynomials.

`confluentSum_eq_zero` is the induction on the number of terms. The exponents, coefficients and zero set are quantified inside the induction statement, because the hypothesis is applied to the shifted exponents `u` and the coefficients `a2`, `b2` of R″. The identity `hG` is the factorisation, and `d1` and `d2` are the two derivatives of G. Two calls of `rolle_count` give the zero sets `Z1` and `Z2`. Then `v2`, `v1` and `v0` state in turn that G″, G′ and G vanish everywhere, while `omega` checks the counts.

In `quadError_zeros_le`, the statement `bound` treats an arbitrary finite set of positive zeros. Here F is written as 1 plus a `confluentSum` with a_k = 0 and b_k = −w_k; `hg` transfers the zeros of E to F, and `h0` is the contradiction at the origin. An infinite zero set would contain a subset with 2n + 1 elements, which `bound` forbids, so the set is finite and `bound` applies to all of it.

`not_exact_on_interval` combines this finiteness with `Set.Ioo_infinite`. Its `a` and `b` are interval endpoints, unrelated to the coefficients above. In `one_point_sharp`, `e1` and `e2` evaluate the exponential at 1 and 2. The set {1, 2} is then contained in a zero set with at most two elements, so the two sets are equal.
